# In a finite basis with $S-1\ge 0$, the lowest ultrasoft level lies between zero and the lowest eigenvalue of $H$

## Comparing runs with and without the overlap

To check how an ultrasoft pseudopotential program treats the overlap operator $S$, one can freeze the Hamiltonian $H$, solve $Hu=E\,Su$, solve again with $S$ replaced by the identity, and compare the lowest eigenvalues. If $S-1$ is positive semidefinite and the lowest eigenvalue of $H$ is negative, the second run must give the lower value or the same one. The opposite order points to an error in the solver or to an $S$ that violates the condition.

## Missing charge in the overlap

An ultrasoft pseudo-wavefunction $u$ is smoother near the nuclei than the wavefunction it replaces, and its norm there may differ. The overlap operator restores the difference,
$$S = 1+\sum_{ij} q_{ij}\,|\beta_i\rangle\langle\beta_j| ,$$
where the $\beta_i$ are projector functions localized at the atoms and the $q_{ij}$ are the integrated augmentation charges. The number $\langle u,(S-1)u\rangle$ is the charge that $u$ lacks. Requiring $S-1\ge 0$ means that this charge is never negative. It holds when the matrix $q$ is positive semidefinite, which has to be checked for a given pseudopotential. Norm conservation corresponds to $q=0$ and $S=1$.

## The interval and the case of equality

Let $V$ be a nonzero finite-dimensional complex inner product space, $H$ Hermitian and $S-1$ positive semidefinite. A level of $(H,S)$ is a real number $E$ with $Hu=E\,Su$ for some $u\neq 0$. From here on $E$ is the lowest level of $(H,S)$ and $e$ the lowest level of $(H,1)$, that is, the lowest ordinary eigenvalue of $H$. Then:

- $E$ lies in the closed interval between $0$ and $e$.
- If $e<0$, then $e\le E<0$.
- If $e<0$, then $E=e$ exactly when some $u\ne0$ satisfies both $Hu=eu$ and $Su=u$.

For positive $e$ the order is reversed, and leaving out the overlap puts the lowest level too high or leaves it unchanged. The sign of $e$ refers to the energy zero built into $H$.

Positive definiteness of $S$ alone would not give the interval. On a one-dimensional space with $H=-1$ and $S=\tfrac12$, one finds $E=-2$, below $e=-1$.

## Derivation from two trial vectors

**Positive overlap norm.** For every $u$,
$$\langle u,Su\rangle=\|u\|^2+\langle u,(S-1)u\rangle\ge\|u\|^2 ,$$
which is positive for $u\ne0$. Also $S$ is Hermitian, as the sum of $S-1$ and $1$. If $Hu=z\,Su$ with $z$ complex and $u\neq0$, then $z=\langle u,Hu\rangle/\langle u,Su\rangle$ is real.

**Zero expectation.** Let $A$ be Hermitian with $\langle v,Av\rangle\ge0$ for all $v$, and let $\langle u,Au\rangle=0$. For real $t$,
$$0\le\langle u+tAu,\,A(u+tAu)\rangle = 2t\,\|Au\|^2+t^2\langle Au,A\,Au\rangle .$$
A quadratic that is nonnegative for all $t$ has discriminant at most zero. Here the discriminant is $4\|Au\|^4$, so $Au=0$.

**A lowest level exists.** Let $V\neq\{0\}$. The quotient $\langle v,Hv\rangle/\langle v,Sv\rangle$ is continuous on the unit sphere, which is compact, so it attains a minimum $m$ at some $u$. The quotient does not change when $v$ is rescaled, hence
$$m\,\langle v,Sv\rangle\le\langle v,Hv\rangle\quad\text{for all }v ,$$
the case $v=0$ being trivial. Thus $A=H-mS$ is Hermitian, has no negative expectation value, and has expectation zero at $u$. By the previous step $Hu=m\,Su$, so $m$ is a level. If $E'$ is any level, with vector $v$, then $m\langle v,Sv\rangle\le\langle v,Hv\rangle=E'\langle v,Sv\rangle$, and division gives $m\le E'$. So $E=m$, and $E$ obeys the variational bound above.

**Exchanging ground vectors.** Let $Hu=E\,Su$ and $Hv=e\,v$ with $u,v\neq0$. Use $u$ as trial vector for $(H,1)$ and $v$ as trial vector for $(H,S)$:
$$e\|u\|^2\le E\langle u,Su\rangle\quad(a),\qquad E\langle v,Sv\rangle\le e\|v\|^2\quad(b).$$

If $e\ge0$, then $(a)$ gives $E\ge0$. Therefore $E\|v\|^2\le E\langle v,Sv\rangle\le e\|v\|^2$, and $E\le e$.

If $e\le0$, then $e\langle u,Su\rangle\le e\|u\|^2\le E\langle u,Su\rangle$, so $e\le E$. From $(b)$ follows $E\le0$, and $E<0$ when $e<0$.

**Equality.** Let $E=e<0$. Dividing $(a)$ by $e$ reverses the inequality and gives $\langle u,Su\rangle\le\|u\|^2$. With the first step, $\langle u,(S-1)u\rangle=0$, so $Su=u$ and $Hu=eu$. Conversely, if $Hu=eu$ and $Su=u$ with $u\ne0$, then $Hu=e\,Su$. So $e$ is a level of $(H,S)$ and $E\le e$, while $e\le E$ is already known.

## Operators and levels in Lean

The operators are linear maps `V →ₗ[ℂ] V`. The inner product `inner ℂ u (A u)` is linear in its second argument, and `expect A u` is its real part, without division by the norm of `u`. Hermiticity of $H$ is `H.IsSymmetric`, and the condition on the overlap is `(S - 1).IsPositive`, which means symmetric with nonnegative expectation values.

The set `levels H S` is defined by the eigenvalue equation itself, and `levels H 1` contains the ordinary eigenvalues. "Lowest" is `IsLeast`: a member of the set that is a lower bound for it. The comparison theorems take `E` and `e` with this property as hypotheses. On a nonzero space `exists_lowest_level` supplies both, and `level_real` shows that restricting the levels to real numbers loses no solutions. The closed interval is `Set.uIcc 0 e`, which accepts its endpoints in either order.

The comparison theorems concern the lowest level of one fixed pair $(H,S)$ in finite dimension. They say nothing about higher levels, or about a self-consistent calculation in which $H$ responds to the changed density.

```lean
import Mathlib

namespace UltrasoftEigenproblem

variable {V : Type*} [NormedAddCommGroup V] [InnerProductSpace ℂ V]

/-- The real part of the expectation value `⟨u, A u⟩`, for a vector `u` of any norm. -/
noncomputable def expect (A : V →ₗ[ℂ] V) (u : V) : ℝ := (inner ℂ u (A u)).re

/-- The real energies `E` for which `H u = E S u` has a nonzero solution `u`.
The choice `S = 1` gives the ordinary real eigenvalues of `H`. -/
def levels (H S : V →ₗ[ℂ] V) : Set ℝ :=
  {E | ∃ u : V, u ≠ 0 ∧ H u = (E : ℂ) • S u}

lemma expect_one (u : V) : expect 1 u = ‖u‖ ^ 2 :=
  inner_self_eq_norm_sq (𝕜 := ℂ) u

lemma expect_sub_one (S : V →ₗ[ℂ] V) (u : V) :
    expect (S - 1) u = expect S u - ‖u‖ ^ 2 := by
  have h := expect_one u
  unfold expect at *
  rw [LinearMap.sub_apply, inner_sub_right, Complex.sub_re, h]

lemma expect_smul (A : V →ₗ[ℂ] V) (r : ℝ) (u : V) :
    expect A ((r : ℂ) • u) = r ^ 2 * expect A u := by
  simp only [expect, map_smul, inner_smul_left, inner_smul_right,
    Complex.conj_ofReal, Complex.re_ofReal_mul]
  ring

lemma expect_of_level {H S : V →ₗ[ℂ] V} {E : ℝ} {u : V}
    (h : H u = (E : ℂ) • S u) : expect H u = E * expect S u := by
  simp only [expect, h, inner_smul_right, Complex.re_ofReal_mul]

lemma symmetric_of_sub_one {S : V →ₗ[ℂ] V} (hS : (S - 1).IsPositive) :
    S.IsSymmetric := by
  intro x y
  simpa [inner_sub_left, inner_sub_right] using hS.1 x y

/-- If `S - 1` is positive semidefinite, the overlap norm `⟨u, S u⟩` is at least
the ordinary norm squared. -/
theorem norm_sq_le_overlap {S : V →ₗ[ℂ] V} (hS : (S - 1).IsPositive) (u : V) :
    ‖u‖ ^ 2 ≤ expect S u := by
  have h : 0 ≤ (inner ℂ ((S - 1) u) u).re := hS.2 u
  rw [hS.1 u u] at h
  have h' : 0 ≤ expect (S - 1) u := h
  rw [expect_sub_one] at h'
  linarith

lemma overlap_pos {S : V →ₗ[ℂ] V} (hS : (S - 1).IsPositive) {u : V} (hu : u ≠ 0) :
    0 < expect S u :=
  lt_of_lt_of_le (pow_pos (norm_pos_iff.2 hu) 2) (norm_sq_le_overlap hS u)

/-- For `H` Hermitian and `S - 1` positive semidefinite, every complex `z` that solves
`H u = z S u` with `u` nonzero is real. -/
theorem level_real {H S : V →ₗ[ℂ] V} (hH : H.IsSymmetric) (hS : (S - 1).IsPositive)
    {z : ℂ} {u : V} (hu : u ≠ 0) (h : H u = z • S u) : z.im = 0 := by
  have him : ∀ A : V →ₗ[ℂ] V, A.IsSymmetric → (inner ℂ u (A u)).im = 0 := by
    intro A hA
    exact Complex.conj_eq_iff_im.1 (by rw [inner_conj_symm]; exact hA u u)
  have h1 := him H hH
  rw [h, inner_smul_right, Complex.mul_im, him S (symmetric_of_sub_one hS),
    mul_zero, zero_add] at h1
  exact (mul_eq_zero.1 h1).resolve_right (overlap_pos hS hu).ne'

/-- If a Hermitian operator has no negative expectation value, then it annihilates
every vector in which its expectation value vanishes. -/
theorem apply_eq_zero_of_expect {A : V →ₗ[ℂ] V} (hA : A.IsSymmetric)
    (hpos : ∀ v, 0 ≤ expect A v) {u : V} (h0 : expect A u = 0) : A u = 0 := by
  have h2 : (inner ℂ (A u) (A u)).re = ‖A u‖ ^ 2 := inner_self_eq_norm_sq (𝕜 := ℂ) _
  have h1 : (inner ℂ u (A (A u))).re = ‖A u‖ ^ 2 := by rw [← hA u (A u)]; exact h2
  -- vary `u` along `A u`: a nonnegative quadratic without constant term
  have key : ∀ t : ℝ, 0 ≤ expect A (A u) * (t * t) + (2 * ‖A u‖ ^ 2) * t + 0 := by
    intro t
    have h := hpos (u + (t : ℂ) • A u)
    have e : expect A (u + (t : ℂ) • A u) = expect A u + t * (inner ℂ u (A (A u))).re
        + t * (inner ℂ (A u) (A u)).re + t * t * expect A (A u) := by
      simp only [expect, map_add, map_smul, inner_add_left, inner_add_right,
        inner_smul_left, inner_smul_right, Complex.conj_ofReal, Complex.add_re,
        Complex.re_ofReal_mul]
      ring
    rw [e, h1, h2, h0] at h
    linarith
  have d := discrim_le_zero key
  unfold discrim at d
  have hsq : (2 * ‖A u‖ ^ 2) ^ 2 = 0 := le_antisymm (by linarith) (sq_nonneg _)
  have hz : 2 * ‖A u‖ ^ 2 = 0 := (pow_eq_zero_iff two_ne_zero).1 hsq
  exact norm_eq_zero.1 ((pow_eq_zero_iff two_ne_zero).1 (by linarith))

variable [FiniteDimensional ℂ V]

lemma continuous_expect (A : V →ₗ[ℂ] V) : Continuous (expect A) :=
  Complex.continuous_re.comp
    (continuous_inner.comp (continuous_id.prodMk A.continuous_of_finiteDimensional))

/-- On a nonzero finite-dimensional space, with `H` Hermitian and `S - 1` positive
semidefinite, there is a lowest level `E`, and `E ⟨v, S v⟩ ≤ ⟨v, H v⟩` for all `v`. -/
theorem exists_lowest_level [Nontrivial V] {H S : V →ₗ[ℂ] V} (hH : H.IsSymmetric)
    (hS : (S - 1).IsPositive) :
    ∃ E, IsLeast (levels H S) E ∧ ∀ v, E * expect S v ≤ expect H v := by
  have : ProperSpace V := FiniteDimensional.proper ℂ V
  have unit : ∀ v : V, v ≠ 0 → ((‖v‖⁻¹ : ℝ) : ℂ) • v ∈ Metric.sphere (0 : V) 1 := by
    intro v hv
    rw [mem_sphere_zero_iff_norm, norm_smul, Complex.norm_real, norm_inv, norm_norm,
      inv_mul_cancel₀ (norm_ne_zero_iff.2 hv)]
  have ne0 : ∀ v ∈ Metric.sphere (0 : V) 1, v ≠ 0 := by
    intro v hv h
    rw [mem_sphere_zero_iff_norm, h, norm_zero] at hv
    exact zero_ne_one hv
  obtain ⟨x, hx⟩ := exists_ne (0 : V)
  -- the generalized Rayleigh quotient attains its minimum on the unit sphere
  obtain ⟨u, hu, hmin⟩ := (isCompact_sphere (0 : V) 1).exists_isMinOn ⟨_, unit x hx⟩
    ((continuous_expect H).continuousOn.div (continuous_expect S).continuousOn
      (fun v hv => (overlap_pos hS (ne0 v hv)).ne'))
  obtain ⟨m, hm⟩ : ∃ m, m = expect H u / expect S u := ⟨_, rfl⟩
  have hvar : ∀ v, m * expect S v ≤ expect H v := by
    intro v
    by_cases hv : v = 0
    · simp [hv, expect]
    have h : expect H u / expect S u ≤ expect H (((‖v‖⁻¹ : ℝ) : ℂ) • v) /
        expect S (((‖v‖⁻¹ : ℝ) : ℂ) • v) := hmin (unit v hv)
    have hr : (‖v‖⁻¹) ^ 2 ≠ 0 := pow_ne_zero 2 (inv_ne_zero (norm_ne_zero_iff.2 hv))
    rw [← hm, expect_smul, expect_smul, mul_div_mul_left _ _ hr] at h
    exact (le_div_iff₀ (overlap_pos hS hv)).1 h
  have hsub : ∀ v, expect (H - (m : ℂ) • S) v = expect H v - m * expect S v := by
    intro v
    simp only [expect, LinearMap.sub_apply, LinearMap.smul_apply, inner_sub_right,
      inner_smul_right, Complex.sub_re, Complex.re_ofReal_mul]
  have hsym : (H - (m : ℂ) • S).IsSymmetric := by
    intro x y
    simp only [LinearMap.sub_apply, LinearMap.smul_apply, inner_sub_left, inner_sub_right,
      inner_smul_left, inner_smul_right, Complex.conj_ofReal, hH x y,
      symmetric_of_sub_one hS x y]
  -- the minimizer is annihilated by the positive operator `H - m S`
  have hker : (H - (m : ℂ) • S) u = 0 := by
    refine apply_eq_zero_of_expect hsym (fun v => ?_) ?_
    · rw [hsub]; linarith [hvar v]
    · rw [hsub, hm, div_mul_cancel₀ _ (overlap_pos hS (ne0 u hu)).ne', sub_self]
  refine ⟨m, ⟨⟨u, ne0 u hu, sub_eq_zero.1 hker⟩, ?_⟩, hvar⟩
  rintro E ⟨v, hv, hE⟩
  have h := hvar v
  rw [expect_of_level hE] at h
  exact le_of_mul_le_mul_right h (overlap_pos hS hv)

lemma lowest_variational {H S : V →ₗ[ℂ] V} (hH : H.IsSymmetric)
    (hS : (S - 1).IsPositive) {E : ℝ} (hE : IsLeast (levels H S) E) (v : V) :
    E * expect S v ≤ expect H v := by
  obtain ⟨u, hu, -⟩ := hE.1
  have : Nontrivial V := ⟨⟨u, 0, hu⟩⟩
  obtain ⟨m, hm, hvar⟩ := exists_lowest_level hH hS
  rw [hE.unique hm]
  exact hvar v

lemma ordinary_variational {H : V →ₗ[ℂ] V} (hH : H.IsSymmetric) {e : ℝ}
    (he : IsLeast (levels H 1) e) (v : V) : e * ‖v‖ ^ 2 ≤ expect H v := by
  have h1 : ((1 : V →ₗ[ℂ] V) - 1).IsPositive := by
    rw [sub_self]
    exact ⟨fun x y => by simp, fun x => by simp⟩
  simpa only [expect_one] using lowest_variational hH h1 he v

/-- In finite dimension, for `H` Hermitian and `S - 1` positive semidefinite, the lowest level of
`H u = E S u` lies between zero and the lowest ordinary eigenvalue `e` of `H`. -/
theorem lowest_level_between {H S : V →ₗ[ℂ] V} (hH : H.IsSymmetric)
    (hS : (S - 1).IsPositive) {E e : ℝ} (hE : IsLeast (levels H S) E)
    (he : IsLeast (levels H 1) e) : E ∈ Set.uIcc 0 e := by
  obtain ⟨u, hu, hHu⟩ := hE.1
  obtain ⟨v, hv, hHv⟩ := he.1
  have hSu := overlap_pos hS hu
  have hSv := overlap_pos hS hv
  have hv2 : 0 < ‖v‖ ^ 2 := pow_pos (norm_pos_iff.2 hv) 2
  -- each ground vector serves as trial vector for the other problem
  have a := ordinary_variational hH he u
  have b := lowest_variational hH hS hE v
  rw [expect_of_level hHu] at a
  rw [expect_of_level hHv, expect_one] at b
  rw [Set.mem_uIcc]
  rcases le_total 0 e with h | h
  · have hE0 : 0 ≤ E := by
      refine le_of_mul_le_mul_right ?_ hSu
      rw [zero_mul]
      exact (mul_nonneg h (sq_nonneg _)).trans a
    exact Or.inl ⟨hE0, le_of_mul_le_mul_right
      ((mul_le_mul_of_nonneg_left (norm_sq_le_overlap hS v) hE0).trans b) hv2⟩
  · refine Or.inr ⟨le_of_mul_le_mul_right
      ((mul_le_mul_of_nonpos_left (norm_sq_le_overlap hS u) h).trans a) hSu, ?_⟩
    refine le_of_mul_le_mul_right ?_ hSv
    rw [zero_mul]
    exact b.trans (mul_nonpos_of_nonpos_of_nonneg h hv2.le)

/-- In finite dimension, for `H` Hermitian and `S - 1` positive semidefinite, if the lowest ordinary
eigenvalue `e` of `H` is negative, then the lowest level with overlap is negative and not below `e`.
-/
theorem negative_level_too_deep {H S : V →ₗ[ℂ] V} (hH : H.IsSymmetric)
    (hS : (S - 1).IsPositive) {E e : ℝ} (hE : IsLeast (levels H S) E)
    (he : IsLeast (levels H 1) e) (hneg : e < 0) : e ≤ E ∧ E < 0 := by
  have h := lowest_level_between hH hS hE he
  rw [Set.uIcc_of_ge hneg.le] at h
  refine ⟨h.1, lt_of_le_of_ne h.2 ?_⟩
  intro h0
  obtain ⟨v, hv, hHv⟩ := he.1
  have b := lowest_variational hH hS hE v
  rw [expect_of_level hHv, expect_one, h0, zero_mul] at b
  exact absurd b (not_le_of_gt (mul_neg_of_neg_of_pos hneg (pow_pos (norm_pos_iff.2 hv) 2)))

/-- In finite dimension, for `H` Hermitian, `S - 1` positive semidefinite and a negative lowest
eigenvalue `e` of `H`, the overlap leaves the lowest level unchanged exactly when some nonzero `u`
with `H u = e u` satisfies `S u = u`. -/
theorem level_unchanged_iff {H S : V →ₗ[ℂ] V} (hH : H.IsSymmetric)
    (hS : (S - 1).IsPositive) {E e : ℝ} (hE : IsLeast (levels H S) E)
    (he : IsLeast (levels H 1) e) (hneg : e < 0) :
    E = e ↔ ∃ u : V, u ≠ 0 ∧ H u = (e : ℂ) • u ∧ S u = u := by
  constructor
  · intro h
    obtain ⟨u, hu, hHu⟩ := hE.1
    rw [h] at hHu
    have a := ordinary_variational hH he u
    rw [expect_of_level hHu] at a
    have hle : expect S u ≤ ‖u‖ ^ 2 := (mul_le_mul_left_of_neg hneg).1 a
    -- the excess overlap `S - 1` has zero expectation, so it annihilates `u`
    have hk : (S - 1) u = 0 := by
      refine apply_eq_zero_of_expect hS.1 (fun v => ?_) ?_
      · rw [expect_sub_one]; linarith [norm_sq_le_overlap hS v]
      · rw [expect_sub_one]; linarith [norm_sq_le_overlap hS u]
    have hSu : S u = u := sub_eq_zero.1 hk
    exact ⟨u, hu, by rw [hHu, hSu], hSu⟩
  · rintro ⟨u, hu, hHu, hSu⟩
    exact le_antisymm (hE.2 ⟨u, hu, by rw [hHu, hSu]⟩)
      (negative_level_too_deep hH hS hE he hneg).1

end UltrasoftEigenproblem
```

```lean
#print axioms UltrasoftEigenproblem.level_real
-- 'UltrasoftEigenproblem.level_real' depends on axioms: [propext, Classical.choice, Quot.sound]
#print axioms UltrasoftEigenproblem.lowest_level_between
-- 'UltrasoftEigenproblem.lowest_level_between' depends on axioms: [propext, Classical.choice, Quot.sound]
#print axioms UltrasoftEigenproblem.level_unchanged_iff
-- 'UltrasoftEigenproblem.level_unchanged_iff' depends on axioms: [propext, Classical.choice, Quot.sound]
```

## From expectation values to the comparison

The lemmas `expect_one`, `expect_sub_one` and `expect_smul` compute expectation values of $1$, of $S-1$, and in a rescaled vector. `expect_of_level` takes the inner product of the eigenvalue equation with $u$. The first step by hand is then `symmetric_of_sub_one`, `norm_sq_le_overlap` and `overlap_pos`. In `level_real`, the imaginary part of $\langle u,Hu\rangle$ vanishes and equals `z.im` times the positive overlap norm.

`apply_eq_zero_of_expect` is the zero-expectation step. Its `key` is the quadratic inequality in $t$, and `discrim_le_zero` turns it into a bound on the discriminant.

In `exists_lowest_level`, `continuous_expect` and `isCompact_sphere` provide the minimizer `u`. The statement `hvar` extends the bound from the sphere to all vectors by rescaling, and `hker` applies the zero-expectation lemma to $H-mS$. The last lines show that no level lies below `m`.

`lowest_variational` transfers the bound to any given lowest level, because a least element is unique. `ordinary_variational` is the case $S=1$.

In `lowest_level_between`, `a` and `b` are the inequalities $(a)$ and $(b)$, and `rcases le_total 0 e` separates the two signs of $e$. `negative_level_too_deep` obtains strictness by contradiction: $E=0$ in $(b)$ would give $0\le e\|v\|^2<0$. Finally, `level_unchanged_iff` uses `apply_eq_zero_of_expect` a second time, now for $S-1$, to get $Su=u$. Its converse direction combines minimality of `E` with the bound $e\le E$.
